# The Binder cumulant of a real order parameter: the upper bound 2/3 and the value for two Gaussian peaks

At each temperature of an alloy Monte Carlo run, the code averages the second and fourth powers of an order parameter $m$, for instance the difference in composition between two sublattices, and combines them into the Binder cumulant

$$U = 1-\frac{\langle m^4\rangle}{3\langle m^2\rangle^2}.$$

If $\langle m^4\rangle$ is finite and $\langle m^2\rangle>0$, then $U\le 2/3$, with equality exactly when $|m|$ is constant with probability one. For an equal mixture of Gaussians centred at $\pm m_0$, each of variance $v\ge 0$ and with $m_0^2+v>0$,

$$U=\frac{2m_0^4}{3(m_0^2+v)^2},$$

which is zero exactly when $m_0=0$.

## A check on the accumulators

The bound applies to the estimate from a finite run as well as to the exact ensemble average. Give each of the $N\ge1$ recorded samples probability $1/N$: the sample averages are then moments of a finite distribution. The same holds for reweighted averages with nonnegative weights that sum to one. Unless $m=0$ in every sample of nonzero weight, the estimate cannot exceed $2/3$ apart from rounding. A larger value points to an inconsistency, such as second and fourth powers averaged over different samples or with different normalisations.

The Gaussian formula supplies two reference values for a one-component order parameter: $0$ for a single Gaussian peak at zero, the idealised disordered phase, and values near $2/3$ for peaks that are narrow compared with $|m_0|$, the idealised ordered phase. The Gaussian shape stands for fluctuations that add up from many weakly correlated regions of a large cell, away from the transition.

## From the fluctuation of $m^2$ to the bound

Write $M=\langle m^2\rangle$. Expanding the square gives

$$\langle(m^2-M)^2\rangle=\langle m^4\rangle-2M\langle m^2\rangle+M^2=\langle m^4\rangle-M^2.$$

Therefore

$$\frac23-U=\frac{\langle m^4\rangle}{3M^2}-\frac13=\frac{\langle(m^2-M)^2\rangle}{3M^2}\ge0.$$

If $U=2/3$, the average of the nonnegative quantity $(m^2-M)^2$ is zero, so $m^2=M$ and $|m|=\sqrt M$ with probability one. Conversely, if $|m|=c$ with probability one, then $M=c^2$, the fluctuation vanishes and $U=2/3$.

## Moments of the two peaks

A Gaussian of mean $a$ and variance $v$ has the moment generating function $E(t)=\exp(at+vt^2/2)$. With $s(t)=a+vt$, we have $E'=sE$ and $s'=v$, so

$$E''=(s^2+v)E,\qquad E'''=(s^3+3vs)E,$$

$$E''''=(s^4+6vs^2+3v^2)E.$$

At $t=0$, where $s=a$ and $E=1$, these derivatives give the second moment $a^2+v$ and the fourth moment $a^4+6a^2v+3v^2$. Both are even in $a$, so the peaks at $m_0$ and $-m_0$ contribute equally and the mixture has the same moments with $a=m_0$. Hence

$$U=\frac{3(m_0^2+v)^2-(m_0^4+6m_0^2v+3v^2)}{3(m_0^2+v)^2}=\frac{2m_0^4}{3(m_0^2+v)^2}.$$

The denominator is positive, so $U=0$ exactly when $m_0=0$.

## The Lean file

```lean
import Mathlib

open MeasureTheory ProbabilityTheory
open scoped NNReal ENNReal

namespace BinderCumulant

noncomputable section

variable {Ω : Type*} [MeasurableSpace Ω]

/-- The `k`-th moment `<m^k>` of the order parameter `m` in the ensemble `μ`. -/
def orderMoment (μ : Measure Ω) (m : Ω → ℝ) (k : ℕ) : ℝ := ∫ ω, m ω ^ k ∂μ

/-- The Binder cumulant `U = 1 - <m^4> / (3 <m^2>^2)`, meaningful for finite `<m^4>` and
nonzero `<m^2>`. -/
def binder (μ : Measure Ω) (m : Ω → ℝ) : ℝ :=
  1 - orderMoment μ m 4 / (3 * orderMoment μ m 2 ^ 2)

/-- If `<m^4>` is finite and `<m^2> > 0`, the squared fluctuation of `m^2` is integrable and
its mean is `<m^4> - <m^2>^2`. -/
theorem fluctuation_sq (μ : Measure Ω) [IsProbabilityMeasure μ] (m : Ω → ℝ)
    (h4 : Integrable (fun ω => m ω ^ 4) μ) (h2 : 0 < orderMoment μ m 2) :
    Integrable (fun ω => (m ω ^ 2 - orderMoment μ m 2) ^ 2) μ ∧
    ∫ ω, (m ω ^ 2 - orderMoment μ m 2) ^ 2 ∂μ
      = orderMoment μ m 4 - orderMoment μ m 2 ^ 2 := by
  -- a positive second moment is the integral of an integrable function
  have i2 : Integrable (fun ω => m ω ^ 2) μ := by
    by_contra h
    exact h2.ne' (integral_undef h)
  have hM : ∫ ω, m ω ^ 2 ∂μ = orderMoment μ m 2 := rfl
  have hM4 : ∫ ω, m ω ^ 4 ∂μ = orderMoment μ m 4 := rfl
  generalize orderMoment μ m 2 = M at *
  have e : (fun ω => (m ω ^ 2 - M) ^ 2)
      = fun ω => (m ω ^ 4 - 2 * M * m ω ^ 2) + M ^ 2 := by
    funext ω
    ring
  have hB : Integrable (fun ω => 2 * M * m ω ^ 2) μ := i2.const_mul (2 * M)
  have hA : Integrable (fun ω => m ω ^ 4 - 2 * M * m ω ^ 2) μ := h4.sub hB
  have hC : Integrable (fun _ : Ω => M ^ 2) μ := integrable_const _
  rw [e]
  refine ⟨hA.add hC, ?_⟩
  have hc : ∫ _ : Ω, M ^ 2 ∂μ = M ^ 2 := by simp
  rw [integral_add hA hC, integral_sub h4 hB, integral_const_mul, hc, hM, hM4]
  ring

/-- If `<m^4>` is finite and `<m^2> > 0`, the distance of the Binder cumulant from `2/3` is
the mean squared fluctuation of `m^2` divided by `3 <m^2>^2`. -/
theorem two_thirds_sub_binder (μ : Measure Ω) [IsProbabilityMeasure μ] (m : Ω → ℝ)
    (h4 : Integrable (fun ω => m ω ^ 4) μ) (h2 : 0 < orderMoment μ m 2) :
    2 / 3 - binder μ m
      = (∫ ω, (m ω ^ 2 - orderMoment μ m 2) ^ 2 ∂μ) / (3 * orderMoment μ m 2 ^ 2) := by
  rw [(fluctuation_sq μ m h4 h2).2, binder, sub_div]
  have h : orderMoment μ m 2 ^ 2 / (3 * orderMoment μ m 2 ^ 2) = 1 / 3 := by
    have := h2.ne'
    field_simp
  rw [h]
  ring

/-- If `<m^4>` is finite and `<m^2> > 0`, the Binder cumulant is at most `2/3`, with equality
exactly when `|m|` is almost surely constant. -/
theorem binder_le_two_thirds (μ : Measure Ω) [IsProbabilityMeasure μ] (m : Ω → ℝ)
    (h4 : Integrable (fun ω => m ω ^ 4) μ) (h2 : 0 < orderMoment μ m 2) :
    binder μ m ≤ 2 / 3 ∧ (binder μ m = 2 / 3 ↔ ∃ c : ℝ, ∀ᵐ ω ∂μ, |m ω| = c) := by
  have gap := two_thirds_sub_binder μ m h4 h2
  have hd : 0 < 3 * orderMoment μ m 2 ^ 2 := by positivity
  have hn : 0 ≤ ∫ ω, (m ω ^ 2 - orderMoment μ m 2) ^ 2 ∂μ :=
    integral_nonneg fun _ => sq_nonneg _
  refine ⟨by linarith [div_nonneg hn hd.le], fun h => ?_, ?_⟩
  · -- equality removes every fluctuation of `m^2`
    rw [h, sub_self] at gap
    have hz : ∫ ω, (m ω ^ 2 - orderMoment μ m 2) ^ 2 ∂μ = 0 :=
      (div_eq_zero_iff.mp gap.symm).resolve_right hd.ne'
    have hae := (integral_eq_zero_iff_of_nonneg (fun _ => sq_nonneg _)
      (fluctuation_sq μ m h4 h2).1).mp hz
    refine ⟨Real.sqrt (orderMoment μ m 2), ?_⟩
    filter_upwards [hae] with ω hω
    have h0 : (m ω ^ 2 - orderMoment μ m 2) ^ 2 = 0 := hω
    have h1 : m ω ^ 2 = orderMoment μ m 2 := sub_eq_zero.mp (pow_eq_zero_iff two_ne_zero |>.mp h0)
    rw [← h1, Real.sqrt_sq_eq_abs]
  · -- for constant `|m| = c` the second moment is `c^2` and `m^2` does not fluctuate
    rintro ⟨c, hc⟩
    have hsq : ∀ᵐ ω ∂μ, (m ω ^ 2 - orderMoment μ m 2) ^ 2 = 0 := by
      have hM : orderMoment μ m 2 = c ^ 2 := by
        have : ∫ ω, m ω ^ 2 ∂μ = ∫ _ : Ω, c ^ 2 ∂μ := by
          apply integral_congr_ae
          filter_upwards [hc] with ω hω
          rw [← hω, sq_abs]
        rw [orderMoment, this]
        simp
      filter_upwards [hc] with ω hω
      rw [hM, ← hω, sq_abs, sub_self, zero_pow two_ne_zero]
    rw [integral_eq_zero_of_ae hsq, zero_div] at gap
    linarith

/-- On a finite configuration space with `<m^2> > 0`, the Binder cumulant is at most `2/3`,
with equality exactly when `|m|` is constant on the configurations of nonzero probability. -/
theorem binder_le_two_thirds_finite [Finite Ω] [MeasurableSingletonClass Ω]
    (μ : Measure Ω) [IsProbabilityMeasure μ] (m : Ω → ℝ) (h2 : 0 < orderMoment μ m 2) :
    binder μ m ≤ 2 / 3 ∧
      (binder μ m = 2 / 3 ↔ ∃ c : ℝ, ∀ ω, μ {ω} ≠ 0 → |m ω| = c) := by
  have h := binder_le_two_thirds μ m Integrable.of_finite h2
  simpa only [ae_iff_of_countable] using h

/-- Second and fourth derivatives of a function `E` with `E' = s E`, where `s` has constant
slope `v`. -/
theorem gaussian_derivatives {s E : ℝ → ℝ} {v : ℝ} (hs : ∀ t, HasDerivAt s v t)
    (hE : ∀ t, HasDerivAt E (s t * E t) t) :
    iteratedDeriv 2 E = (fun t => (s t * s t + v) * E t) ∧
    iteratedDeriv 4 E = fun t => (s t ^ 4 + 6 * v * s t ^ 2 + 3 * v ^ 2) * E t := by
  have d1 : deriv E = fun t => s t * E t := funext fun t => (hE t).deriv
  have d2 : deriv (fun t => s t * E t) = fun t => (s t * s t + v) * E t :=
    funext fun t => (((hs t).fun_mul (hE t)).congr_deriv (by ring)).deriv
  have d3 : deriv (fun t => (s t * s t + v) * E t)
      = fun t => (s t * s t * s t + 3 * v * s t) * E t :=
    funext fun t => (((((hs t).fun_mul (hs t)).add_const v).fun_mul (hE t)).congr_deriv
      (by ring)).deriv
  have d4 : deriv (fun t => (s t * s t * s t + 3 * v * s t) * E t)
      = fun t => (s t ^ 4 + 6 * v * s t ^ 2 + 3 * v ^ 2) * E t :=
    funext fun t => ((((((hs t).fun_mul (hs t)).fun_mul (hs t)).fun_add
      ((hs t).const_mul (3 * v))).fun_mul (hE t)).congr_deriv (by ring)).deriv
  constructor
  · rw [iteratedDeriv_succ, iteratedDeriv_succ, iteratedDeriv_zero, d1, d2]
  · rw [iteratedDeriv_succ, iteratedDeriv_succ, iteratedDeriv_succ, iteratedDeriv_succ,
      iteratedDeriv_zero, d1, d2, d3, d4]

/-- A Gaussian of mean `a` and variance `v` has second moment `a^2 + v` and fourth moment
`a^4 + 6 a^2 v + 3 v^2`. -/
theorem gaussian_moments (a : ℝ) (v : ℝ≥0) :
    orderMoment (gaussianReal a v) id 2 = a ^ 2 + v ∧
    orderMoment (gaussianReal a v) id 4 = a ^ 4 + 6 * a ^ 2 * v + 3 * (v : ℝ) ^ 2 := by
  have h0 : (0 : ℝ) ∈ interior (integrableExpSet id (gaussianReal a v)) := by
    simp [integrableExpSet_id_gaussianReal]
  have k (n : ℕ) : orderMoment (gaussianReal a v) id n
      = iteratedDeriv n (mgf id (gaussianReal a v)) 0 := (iteratedDeriv_mgf_zero h0 n).symm
  have hs (t : ℝ) : HasDerivAt (fun t : ℝ => a + v * t) (v : ℝ) t :=
    (((hasDerivAt_id' t).const_mul (v : ℝ)).const_add a).congr_deriv (mul_one _)
  have hx (t : ℝ) : HasDerivAt (fun t : ℝ => a * t + v * t ^ 2 / 2) (a + v * t) t := by
    simp only [pow_two]
    exact (((hasDerivAt_id' t).const_mul a).fun_add
      ((((hasDerivAt_id' t).fun_mul (hasDerivAt_id' t)).const_mul (v : ℝ)).div_const 2)).congr_deriv
      (by ring)
  -- differentiate the moment generating function at zero
  have d := gaussian_derivatives hs (fun t => (hx t).exp.congr_deriv (mul_comm _ _))
  rw [k, k, mgf_id_gaussianReal, d.1, d.2]
  constructor
  · simp [pow_two]
  · simp
    ring

/-- The equal mixture of two Gaussians of variance `v` centred at `m0` and `-m0`. -/
def twoPeak (m0 : ℝ) (v : ℝ≥0) : Measure ℝ :=
  (2⁻¹ : ℝ≥0∞) • gaussianReal m0 v + (2⁻¹ : ℝ≥0∞) • gaussianReal (-m0) v

/-- Each moment of the two-peak distribution is the average of the moments of its peaks. -/
theorem twoPeak_moment (m0 : ℝ) (v : ℝ≥0) (k : ℕ) :
    orderMoment (twoPeak m0 v) id k
      = (orderMoment (gaussianReal m0 v) id k + orderMoment (gaussianReal (-m0) v) id k) / 2 := by
  have hi (a : ℝ) : Integrable (fun x : ℝ => id x ^ k) (gaussianReal a v) :=
    integrable_pow_of_mem_interior_integrableExpSet
      (by simp [integrableExpSet_id_gaussianReal]) k
  have h2 : (2⁻¹ : ℝ≥0∞) ≠ ∞ := by simp
  unfold orderMoment twoPeak
  rw [integral_add_measure ((hi m0).smul_measure h2) ((hi (-m0)).smul_measure h2),
    integral_smul_measure, integral_smul_measure]
  simp only [ENNReal.toReal_inv, ENNReal.toReal_ofNat, smul_eq_mul]
  ring

/-- For Gaussian peaks at `m0` and `-m0` with variance `v` and `m0^2 + v > 0`, the Binder
cumulant is `2 m0^4 / (3 (m0^2 + v)^2)`. -/
theorem binder_twoPeak (m0 : ℝ) (v : ℝ≥0) (h : 0 < m0 ^ 2 + (v : ℝ)) :
    binder (twoPeak m0 v) id = 2 * m0 ^ 4 / (3 * (m0 ^ 2 + v) ^ 2) := by
  have e2 : orderMoment (twoPeak m0 v) id 2 = m0 ^ 2 + v := by
    rw [twoPeak_moment, (gaussian_moments m0 v).1, (gaussian_moments (-m0) v).1]
    ring
  have e4 : orderMoment (twoPeak m0 v) id 4
      = m0 ^ 4 + 6 * m0 ^ 2 * v + 3 * (v : ℝ) ^ 2 := by
    rw [twoPeak_moment, (gaussian_moments m0 v).2, (gaussian_moments (-m0) v).2]
    ring
  have hd : 3 * (m0 ^ 2 + (v : ℝ)) ^ 2 ≠ 0 := by positivity
  rw [binder, e2, e4, eq_div_iff hd, sub_mul, div_mul_cancel₀ _ hd]
  ring

/-- For Gaussian peaks at `m0` and `-m0` with variance `v` and `m0^2 + v > 0`, the Binder
cumulant vanishes exactly when `m0 = 0`. -/
theorem binder_twoPeak_eq_zero_iff (m0 : ℝ) (v : ℝ≥0) (h : 0 < m0 ^ 2 + (v : ℝ)) :
    binder (twoPeak m0 v) id = 0 ↔ m0 = 0 := by
  have hd : 3 * (m0 ^ 2 + (v : ℝ)) ^ 2 ≠ 0 := by positivity
  rw [binder_twoPeak m0 v h, div_eq_zero_iff, or_iff_left hd]
  simp

end

end BinderCumulant
```

```lean
#print axioms BinderCumulant.binder_le_two_thirds_finite
-- 'BinderCumulant.binder_le_two_thirds_finite' depends on axioms: [propext, Classical.choice, Quot.sound]
#print axioms BinderCumulant.binder_twoPeak_eq_zero_iff
-- 'BinderCumulant.binder_twoPeak_eq_zero_iff' depends on axioms: [propext, Classical.choice, Quot.sound]
```

## Ensembles, order parameters and hypotheses in Lean

`Ω` is the configuration space, the probability measure `μ` is the ensemble, and `m : Ω → ℝ` is the order parameter. `orderMoment μ m k` is $\langle m^k\rangle$, an integral over the ensemble, and `binder μ m` is $U$.

In `binder_le_two_thirds`, the hypothesis `h4` says that $\langle m^4\rangle$ is finite, and `h2` that $\langle m^2\rangle>0$. The symbol `∀ᵐ` means "with probability one". In `binder_le_two_thirds_finite`, `Ω` is finite and each single configuration has a probability `μ {ω}`; finiteness of the moments is then automatic, and equality means that $|m|$ is constant on the configurations of nonzero probability.

`twoPeak m0 v` is half of each Gaussian measure. Its sample space is the real line, so the order parameter is the identity function `id`. The parameter `v` is the variance of each peak, not its standard deviation. The value $v=0$ is allowed when $m_0\ne0$: the peaks become points and $U=2/3$.

The theorems concern one given distribution of a real order parameter; sampling error, correlation between samples, rounding and the dependence of $U$ on cell size need a separate analysis.

## The lemmas behind the bound and the formula

`fluctuation_sq` expands the square and integrates term by term. It gets the integrability of $m^2$ from `h2`, because Lean assigns the value zero to the integral of a non-integrable function. `two_thirds_sub_binder` turns the expansion into the identity for $2/3-U$.

In `binder_le_two_thirds`, `integral_nonneg` gives the inequality. For equality, `integral_eq_zero_iff_of_nonneg` turns a zero mean fluctuation into a fluctuation that is zero almost everywhere, and the converse computes $M=c^2$. The finite version uses `ae_iff_of_countable` to rewrite "almost everywhere" as a condition on single configurations.

`gaussian_derivatives` carries out the four differentiations, with `ring` collecting the polynomial factors. `gaussian_moments` applies them to Mathlib's moment generating function at zero, so the Gaussian moments are derived and not assumed. `twoPeak_moment` averages the moments of the two peaks. `binder_twoPeak` inserts them and clears the denominator, and `binder_twoPeak_eq_zero_iff` reads off when the numerator vanishes.
